# Leapfrog with fixed Hermitian $H$ and positive definite $S$ is bounded exactly when $h|e|<1$ for every generalized eigenvalue $e$

## Schrödinger equation with an overlap matrix

In the projector augmented-wave (PAW) method with fixed atoms, a pseudo state with coefficient vector $u$ obeys, with $\hbar=1$,
$$iS\,\frac{du}{dt}=Hu .$$
Here $H$ is the Hermitian Hamiltonian matrix and $S$ the overlap matrix. When the partial-wave expansion is complete, $x^\dagger Sx$ is the squared norm of the all-electron state reconstructed from $x$, and positive definiteness of $S$ then says that no nonzero coefficient vector represents a state of zero norm. With a truncated expansion this identity is only approximate, and positive definiteness is a separate assumption on $S$.

Leapfrog replaces the derivative by a central difference with time step $h>0$:
$$S u_{k+2}=S u_k-2ih\,H u_{k+1},\qquad k=0,1,2,\dots$$
The vectors $u_0$ and $u_1$ are free. A mode is a nonzero $x$ with $Hx=eSx$, and $e$ is its generalized eigenvalue. The question is for which time steps every such sequence stays bounded.

## The time-step condition

For Hermitian $H$, positive definite $S$ and $h>0$, all leapfrog sequences are bounded if and only if $h|e|<1$ for every generalized eigenvalue $e$. At $h|e|=1$ there is already a solution that grows linearly.

The equivalence is `stable_iff`. Its objects read as follows.

- `n` is a finite set of basis labels, `H` and `S` are complex matrices, and `u : ℕ → n → ℂ` gives the coefficients at each step.
- `IsLeapfrog H S h u` is the recursion above. Quantifying over all such `u` covers all starting pairs, because $S$ is invertible.
- `IsMode H S e x` allows a complex `e`, hence the norm `‖e‖`. Under the hypotheses on $H$ and $S$ the eigenvalues are real.
- Boundedness means that one constant `C`, which may depend on the sequence, bounds every component at every step.

For real-time electronic-structure propagation, this limits the time step when $H$ and $S$ are frozen and the basis is finite. The hypotheses do not cover time dependence: a density-dependent $H$ or moving atoms change the matrices between steps, and moving atoms also add a term to the equation. Non-Hermitian absorbing potentials are excluded too. Boundedness also says nothing about the accuracy of the trajectory.

## Decoupling into normal modes

Diagonalize $S=U\sigma U^\dagger$, with $U$ unitary and $\sigma$ diagonal and positive, and put $W=U\sigma^{-1/2}$. Then $W^\dagger SW=1$. The matrix $W^\dagger HW$ is Hermitian, so a unitary $Z$ diagonalizes it with real eigenvalues $e_j$. With $X=WZ$,
$$X^\dagger SX=1,\qquad X^\dagger HX=\mathrm{diag}(e_j).$$
Since $X$ is square, $SXX^\dagger=1$ as well. Hence $HX=SXX^\dagger HX=SX\,\mathrm{diag}(e_j)$, and each column of $X$ is a mode.

Set $a_k=X^\dagger Su_k$, so that $u_k=Xa_k$. Multiplying the recursion by $X^\dagger$ gives, for each component $j$ and with $s=he_j$,
$$a_{k+2}=a_k-2is\,a_{k+1},$$
where the label $j$ on the amplitudes is suppressed.

## A conserved form below the threshold

Let $|s|<1$ and define
$$Q_k=|a_{k+1}|^2+|a_k|^2-2s\,\mathrm{Im}(a_{k+1}^*a_k).$$
The recursion gives
$$|a_{k+2}|^2=|a_k|^2+4s^2|a_{k+1}|^2+4s\,\mathrm{Im}(a_k^*a_{k+1}),$$
$$-2s\,\mathrm{Im}(a_{k+2}^*a_{k+1})=-2s\,\mathrm{Im}(a_k^*a_{k+1})-4s^2|a_{k+1}|^2 .$$
Adding these and $|a_{k+1}|^2$ yields
$$Q_{k+1}=|a_k|^2+|a_{k+1}|^2+2s\,\mathrm{Im}(a_k^*a_{k+1})=Q_k .$$
Completing the square,
$$Q_k=|a_{k+1}+is\,a_k|^2+(1-s^2)|a_k|^2,$$
so $|a_k|^2\le Q_0/(1-s^2)$ for all $k$. Every amplitude is bounded, and therefore so is $u_k=Xa_k$, a finite combination of modes.

## Growth at and above the threshold

Let $x$ be a mode with $h|e|\ge1$, and now write $s=he$. Define $c_0=0$, $c_1=1$ and $c_{k+2}=c_k-2is\,c_{k+1}$. Then $u_k=c_kx$ solves the scheme, and
$$|c_{k+2}|\ge2|s||c_{k+1}|-|c_k|\ge2|c_{k+1}|-|c_k| .$$
Thus $|c_{k+2}|-|c_{k+1}|\ge|c_{k+1}|-|c_k|$. The first increment is 1, so every increment is at least 1 and $|c_k|\ge k$. As $x\neq0$, the sequence is unbounded. For real $e$ this linear lower bound is attained at $h|e|=1$ but is weak above it: when $h|e|>1$, $|c_k|$ grows exponentially, by a factor that tends to $|s|+\sqrt{s^2-1}$ per step.

For real $e$ with $h|e|=1$, put $w=-ihe$, so $w^2=-1$. The sequence $u_k=kw^kx$ is a solution because
$$kw^k+2w(k+1)w^{k+1}=kw^k-2(k+1)w^k=(k+2)w^{k+2}.$$
Since $|w|=1$, its components have modulus $k|x_j|$. If $x^\dagger Sx=1$, the norm $\sqrt{u_k^\dagger Su_k}$ is exactly $k$.

## The complete Lean development

```lean
import Mathlib

open Matrix
open scoped ComplexOrder

namespace PAWLeapfrog

noncomputable section

variable {n : Type*} [Fintype n] {H S A : Matrix n n ℂ} {h : ℝ}

/-- The leapfrog scheme with overlap matrix `S`, Hamiltonian `H` and time step `h`. -/
def IsLeapfrog (H S : Matrix n n ℂ) (h : ℝ) (u : ℕ → n → ℂ) : Prop :=
  ∀ k, S *ᵥ u (k + 2) = S *ᵥ u k - (2 * Complex.I * h) • (H *ᵥ u (k + 1))

/-- A nonzero vector `x` solving the generalized eigenvalue problem `H x = e S x`. -/
def IsMode (H S : Matrix n n ℂ) (e : ℂ) (x : n → ℂ) : Prop :=
  x ≠ 0 ∧ H *ᵥ x = e • (S *ᵥ x)

/-- The amplitude of a single mode under leapfrog, started from 0 and 1. -/
def amp (s : ℂ) : ℕ → ℂ
  | 0 => 0
  | 1 => 1
  | k + 2 => amp s k - 2 * Complex.I * s * amp s (k + 1)

/-- A Hermitian matrix has a unitary matrix of eigenvectors. -/
theorem eigenvectors [DecidableEq n] (hA : A.IsHermitian) : ∃ Z : Matrix n n ℂ,
    Zᴴ * Z = 1 ∧ A * Z = Z * diagonal (fun i => (hA.eigenvalues i : ℂ)) := by
  refine ⟨hA.eigenvectorUnitary,
    Matrix.mem_unitaryGroup_iff'.mp hA.eigenvectorUnitary.2, ?_⟩
  ext i j
  rw [Matrix.mul_diagonal]
  have h1 := congrFun (hA.mulVec_eigenvectorBasis j) i
  rw [Pi.smul_apply, Complex.real_smul, mul_comm] at h1
  exact h1

/-- For Hermitian `H` and positive definite `S` there is a square matrix whose columns are
`S`-orthonormal modes with real generalized eigenvalues, and it diagonalizes `H` by congruence. -/
theorem normal_modes [DecidableEq n] (hH : H.IsHermitian) (hS : S.PosDef) :
    ∃ (X : Matrix n n ℂ) (e : n → ℝ), (∀ j, IsMode H S (e j) (fun i => X i j)) ∧
      Xᴴ * S * X = 1 ∧ Xᴴ * H * X = diagonal (fun i => (e i : ℂ)) := by
  obtain ⟨U, hU, hSU⟩ := eigenvectors hS.isHermitian
  have ex : ∀ i, ∃ t : ℝ, t * hS.isHermitian.eigenvalues i * t = 1 := fun i => by
    have hp : 0 < hS.isHermitian.eigenvalues i := hS.eigenvalues_pos i
    exact ⟨√(hS.isHermitian.eigenvalues i)⁻¹, by
      rw [mul_right_comm, Real.mul_self_sqrt (inv_nonneg.2 hp.le), inv_mul_cancel₀ hp.ne']⟩
  choose t ht using ex
  -- rescaled eigenvectors of S are S-orthonormal
  obtain ⟨W, hW⟩ : ∃ W : Matrix n n ℂ, Wᴴ * S * W = 1 := by
    refine ⟨U * diagonal (fun i => (t i : ℂ)), ?_⟩
    have hD : (diagonal (fun i => (t i : ℂ)))ᴴ = diagonal (fun i => (t i : ℂ)) := by
      rw [Matrix.diagonal_conjTranspose]
      congr 1
      ext i
      simp
    rw [Matrix.conjTranspose_mul, hD, Matrix.mul_assoc, ← Matrix.mul_assoc S, hSU,
      Matrix.mul_assoc, Matrix.mul_assoc U, ← Matrix.mul_assoc Uᴴ, hU, Matrix.one_mul,
      Matrix.diagonal_mul_diagonal, Matrix.diagonal_mul_diagonal, ← Matrix.diagonal_one]
    congr 1
    ext i
    rw [← mul_assoc]
    exact_mod_cast ht i
  have hM := Matrix.isHermitian_conjTranspose_mul_mul W hH
  obtain ⟨Z, hZ, hMZ⟩ := eigenvectors hM
  have h1 : (W * Z)ᴴ * S * (W * Z) = 1 := by
    calc _ = Zᴴ * (Wᴴ * S * W) * Z := by
          simp only [Matrix.conjTranspose_mul, Matrix.mul_assoc]
      _ = 1 := by rw [hW, Matrix.mul_one, hZ]
  have h2 : (W * Z)ᴴ * H * (W * Z) = diagonal (fun i => (hM.eigenvalues i : ℂ)) := by
    calc _ = Zᴴ * (Wᴴ * H * W * Z) := by
          simp only [Matrix.conjTranspose_mul, Matrix.mul_assoc]
      _ = _ := by rw [hMZ, ← Matrix.mul_assoc, hZ, Matrix.one_mul]
  generalize W * Z = X at h1 h2
  have h3 : S * X * Xᴴ = 1 := mul_eq_one_comm.mp (by rw [← Matrix.mul_assoc, h1])
  have h4 : H * X = S * X * diagonal (fun i => (hM.eigenvalues i : ℂ)) := by
    rw [← h2, Matrix.mul_assoc Xᴴ, ← Matrix.mul_assoc (S * X), h3, Matrix.one_mul]
  refine ⟨X, hM.eigenvalues, fun j => ⟨fun hz => ?_, ?_⟩, h1, h2⟩
  · have hk : ∀ k, X k j = 0 := fun k => congrFun hz k
    have h5 := congrFun (congrFun h1 j) j
    rw [Matrix.mul_apply, Matrix.one_apply_eq] at h5
    simp [hk] at h5
  · ext i
    have h5 := congrFun (congrFun h4 i) j
    rw [Matrix.mul_diagonal] at h5
    exact h5.trans (mul_comm _ _)

/-- A mode with `h‖e‖ ≥ 1`, `h > 0`, carries a leapfrog sequence growing at least linearly. -/
theorem runaway (hh : 0 < h) {e : ℂ} {x : n → ℂ} (hx : IsMode H S e x)
    (he : 1 ≤ h * ‖e‖) :
    ∃ u, IsLeapfrog H S h u ∧ ∀ (k : ℕ) j, k * ‖x j‖ ≤ ‖u k j‖ := by
  have hs : 1 ≤ ‖(h : ℂ) * e‖ := by
    rwa [norm_mul, Complex.norm_real, Real.norm_eq_abs, abs_of_pos hh]
  -- the modulus of the amplitude gains at least one per step
  have step : ∀ k, ‖amp (h * e) k‖ + 1 ≤ ‖amp (h * e) (k + 1)‖ := by
    intro k
    induction k with
    | zero => simp [amp]
    | succ k ih =>
      have h1 := norm_sub_norm_le (2 * Complex.I * (h * e) * amp (h * e) (k + 1))
        (amp (h * e) k)
      rw [norm_sub_rev, norm_mul, norm_mul, norm_mul, Complex.norm_I, Complex.norm_ofNat] at h1
      change _ ≤ ‖amp (h * e) k - 2 * Complex.I * (h * e) * amp (h * e) (k + 1)‖
      nlinarith [mul_le_mul_of_nonneg_right hs (norm_nonneg (amp (h * e) (k + 1)))]
  have grow : ∀ k : ℕ, (k : ℝ) ≤ ‖amp (h * e) k‖ := by
    intro k
    induction k with
    | zero => simp
    | succ k ih =>
      push_cast
      linarith [step k]
  refine ⟨fun k => amp (h * e) k • x, fun k => ?_, fun k j => ?_⟩
  · simp only [Matrix.mulVec_smul, hx.2, amp]
    module
  · change _ ≤ ‖amp (h * e) k * x j‖
    rw [norm_mul]
    exact mul_le_mul_of_nonneg_right (grow k) (norm_nonneg _)

/-- For real `e` with `h|e| = 1`, the sequence `k (-i h e)^k x` built on a mode `x` solves the
leapfrog scheme, and the moduli of its components are `k` times those of `x`. -/
theorem linear_growth {e : ℝ} {x : n → ℂ} (hx : IsMode H S e x) (he : h * |e| = 1) :
    IsLeapfrog H S h (fun k => ((k : ℂ) * (-(Complex.I * h * e)) ^ k) • x) ∧
      ∀ (k : ℕ) j, ‖(((k : ℂ) * (-(Complex.I * h * e)) ^ k) • x) j‖ = k * ‖x j‖ := by
  have hr : (h * e) ^ 2 = 1 := by rw [mul_pow, ← sq_abs e, ← mul_pow, he, one_pow]
  have hc : ((h : ℂ) * e) ^ 2 = 1 := by exact_mod_cast hr
  generalize hw' : -(Complex.I * (h : ℂ) * (e : ℂ)) = w
  have h2 : 2 * Complex.I * h * e = -2 * w := by rw [← hw']; ring
  have hw : w ^ 2 = -1 := by
    rw [← hw']
    linear_combination ((h : ℂ) * e) ^ 2 * Complex.I_sq - hc
  have hn : ‖w‖ = 1 := by
    have h3 : ‖w‖ ^ 2 = 1 := by rw [← norm_pow, hw, norm_neg, norm_one]
    exact (pow_eq_one_iff_of_nonneg (norm_nonneg w) two_ne_zero).mp h3
  refine ⟨fun k => ?_, fun k j => ?_⟩
  · have key : ((k + 2 : ℕ) : ℂ) * w ^ (k + 2) =
        k * w ^ k - 2 * Complex.I * h * (((k + 1 : ℕ) : ℂ) * w ^ (k + 1)) * e := by
      push_cast
      linear_combination (-(k : ℂ) * w ^ k) * hw + ((k : ℂ) + 1) * w ^ (k + 1) * h2
    simp only [Matrix.mulVec_smul, hx.2]
    rw [key]
    module
  · rw [Pi.smul_apply, smul_eq_mul, norm_mul, norm_mul, norm_pow, hn, one_pow, mul_one,
      Complex.norm_natCast]

/-- For Hermitian `H`, positive definite `S` and `h > 0`, all leapfrog sequences are bounded
if and only if `h‖e‖ < 1` for every generalized eigenvalue `e` of `H x = e S x`. -/
theorem stable_iff (hH : H.IsHermitian) (hS : S.PosDef) (hh : 0 < h) :
    (∀ u, IsLeapfrog H S h u → ∃ C : ℝ, ∀ k j, ‖u k j‖ ≤ C) ↔
      ∀ e x, IsMode H S e x → h * ‖e‖ < 1 := by
  classical
  constructor
  · intro hst e x hx
    by_contra hcon
    obtain ⟨u, hu, hg⟩ := runaway hh hx (not_lt.mp hcon)
    obtain ⟨C, hC⟩ := hst u hu
    obtain ⟨j, hj⟩ := Function.ne_iff.mp hx.1
    obtain ⟨k, hk⟩ := exists_nat_gt (C / ‖x j‖)
    have h1 := (div_lt_iff₀ (norm_pos_iff.mpr hj)).mp hk
    linarith [hg k j, hC k j]
  · intro hm u hu
    obtain ⟨X, e, hX, h1, h2⟩ := normal_modes hH hS
    have h3 : X * (Xᴴ * S) = 1 := mul_eq_one_comm.mp h1
    -- expand the sequence in modes; the amplitudes decouple
    obtain ⟨a, ha⟩ : ∃ a : ℕ → n → ℂ, ∀ k, a k = (Xᴴ * S) *ᵥ u k := ⟨_, fun _ => rfl⟩
    have hua : ∀ k, u k = X *ᵥ a k := fun k => by
      rw [ha, Matrix.mulVec_mulVec, h3, Matrix.one_mulVec]
    have hrec : ∀ k j, a (k + 2) j =
        a k j - 2 * Complex.I * ((h * e j : ℝ) : ℂ) * a (k + 1) j := by
      intro k j
      have h5 : diagonal (fun i => (e i : ℂ)) *ᵥ a (k + 1) = Xᴴ *ᵥ (H *ᵥ u (k + 1)) := by
        rw [← h2, ← Matrix.mulVec_mulVec, ← hua, ← Matrix.mulVec_mulVec]
      have h4 : a (k + 2) = a k -
          (2 * Complex.I * h) • (diagonal (fun i => (e i : ℂ)) *ᵥ a (k + 1)) := by
        rw [h5, ha (k + 2), ha k, ← Matrix.mulVec_mulVec, ← Matrix.mulVec_mulVec, hu k,
          Matrix.mulVec_sub, Matrix.mulVec_smul]
      have h6 := congrFun h4 j
      rw [Pi.sub_apply, Pi.smul_apply, Matrix.mulVec_diagonal, smul_eq_mul] at h6
      rw [h6]
      push_cast
      ring
    have bd : ∀ j, ∃ C : ℝ, ∀ k, ‖a k j‖ ≤ C := by
      intro j
      have hs : (h * e j) ^ 2 < 1 := by
        have h4 := hm _ _ (hX j)
        rw [Complex.norm_real, Real.norm_eq_abs] at h4
        rw [mul_pow, ← sq_abs (e j), ← mul_pow]
        exact pow_lt_one₀ (by positivity) h4 two_ne_zero
      have hr := fun k => hrec k j
      generalize h * e j = s at hs hr
      have hre : ∀ k, (a (k + 2) j).re = (a k j).re + 2 * s * (a (k + 1) j).im := fun k => by
        rw [hr]
        simp only [Complex.sub_re, Complex.mul_re, Complex.mul_im, Complex.I_re, Complex.I_im,
          Complex.ofReal_re, Complex.ofReal_im, Complex.re_ofNat, Complex.im_ofNat]
        ring
      have him : ∀ k, (a (k + 2) j).im = (a k j).im - 2 * s * (a (k + 1) j).re := fun k => by
        rw [hr]
        simp only [Complex.sub_im, Complex.mul_re, Complex.mul_im, Complex.I_re, Complex.I_im,
          Complex.ofReal_re, Complex.ofReal_im, Complex.re_ofNat, Complex.im_ofNat]
        ring
      -- a conserved two-step quadratic form, positive definite for s² < 1
      obtain ⟨Q, hQ⟩ : ∃ Q : ℕ → ℝ, ∀ k, Q k = (a (k + 1) j).re ^ 2 + (a (k + 1) j).im ^ 2 +
          (a k j).re ^ 2 + (a k j).im ^ 2 - 2 * s * ((a (k + 1) j).re * (a k j).im -
          (a (k + 1) j).im * (a k j).re) := ⟨_, fun _ => rfl⟩
      have hc : ∀ k, Q k = Q 0 := by
        intro k
        induction k with
        | zero => rfl
        | succ k ih =>
          rw [← ih, hQ (k + 1), hQ k, show k + 1 + 1 = k + 2 from rfl, hre, him]
          ring
      refine ⟨√(Q 0 / (1 - s ^ 2)), fun k => (le_abs_self _).trans (Real.abs_le_sqrt ?_)⟩
      rw [le_div_iff₀ (by linarith), ← hc k, hQ, Complex.sq_norm, Complex.normSq_apply]
      nlinarith [sq_nonneg ((a (k + 1) j).re - s * (a k j).im),
        sq_nonneg ((a (k + 1) j).im + s * (a k j).re)]
    choose C hC using bd
    refine ⟨∑ i, ∑ j, ‖X i j‖ * C j, fun k i => ?_⟩
    calc ‖u k i‖ = ‖∑ j, X i j * a k j‖ := by rw [hua k]; rfl
      _ ≤ ∑ j, ‖X i j‖ * C j := norm_sum_le_of_le _ fun j _ => by
          rw [norm_mul]
          exact mul_le_mul_of_nonneg_left (hC j k) (norm_nonneg _)
      _ ≤ _ := Finset.single_le_sum (f := fun i => ∑ j, ‖X i j‖ * C j)
          (fun i _ => Finset.sum_nonneg fun j _ =>
            mul_nonneg (norm_nonneg _) ((norm_nonneg _).trans (hC j 0))) (Finset.mem_univ i)

end

end PAWLeapfrog
```

```lean
#print axioms PAWLeapfrog.linear_growth
#print axioms PAWLeapfrog.stable_iff
```

```
'PAWLeapfrog.linear_growth' depends on axioms: [propext, Classical.choice, Quot.sound]
'PAWLeapfrog.stable_iff' depends on axioms: [propext, Classical.choice, Quot.sound]
```

## From mode algebra to the Lean proof

`eigenvectors` puts Mathlib's spectral theorem into matrix form. `normal_modes` uses it twice, first for $S$ and then for $W^\dagger HW$. The numbers `t i` satisfy $t_i^2\sigma_i=1$, so up to sign they are the factors $\sigma_i^{-1/2}$, and `mul_eq_one_comm` turns a one-sided inverse of a square matrix into a two-sided one.

`runaway` treats the growing solution, with `amp` as $c_k$. Its `step` is the induction on increments: `norm_sub_norm_le` supplies the reverse triangle inequality and `nlinarith` combines it with $|s|\ge1$. `linear_growth` verifies $kw^kx$; there `linear_combination` reduces the recursion to $w^2=-1$.

In `stable_iff`, the forward direction assumes a mode with $h|e|\ge1$, takes the sequence from `runaway` and a nonzero component $x_j$, and picks a step $k>C/|x_j|$, which contradicts the bound $C$.

The reverse direction expands `u` in modes, and `hrec` is the decoupled recursion. It is split into real and imaginary parts (`hre`, `him`), after which `ring` proves that `Q` is conserved. The two squares passed to `nlinarith` are those of the real and imaginary parts of $a_{k+1}+is\,a_k$. The closing `calc` sums the amplitude bounds, weighted by $|X_{ij}|$, into one constant for all components and steps.
